# An error bound linear in the number of steps for the incremental Coulomb build with Schwarz screening

In a direct Hartree-Fock calculation, the Coulomb matrix of a new iteration can be obtained by adding to the old one the contraction of the two-electron integrals with the change in density. As the iterations converge the change shrinks, and more terms fall below the screening threshold and are skipped. Each step can leave its own error in the accumulated matrix, and these errors can add up. The problems below bound the accumulated error for the Coulomb part in a finite basis, provided that the integrals obey a product bound of Schwarz type.

## Integrals, densities and skipped terms

Let $n$ be the number of basis functions. In the file they are labelled by a finite type `ι`, and $n$ is `Fintype.card ι`.

```lean
import Mathlib

open Finset

namespace IncrementalCoulombBuild

noncomputable section

variable {ι : Type*} [Fintype ι] [DecidableEq ι]
```

The integrals are a real array $g(p,q,r,s)$, in the order $(pq|rs)$, and a density is a real matrix $D$. The Coulomb matrix is $J(D)_{pq}=\sum_{rs}g(p,q,r,s)D_{rs}$, with no further spin factor. In the code one variable `x : ι × ι` stands for the pair $(r,s)$.

```lean
/-- The Coulomb matrix `J(D)_pq = ∑_rs g(p,q,r,s) D_rs` of a density matrix `D`. -/
def coulomb (g : ι → ι → ι → ι → ℝ) (D : Matrix ι ι ℝ) : Matrix ι ι ℝ :=
  fun p q => ∑ x : ι × ι, g p q x.1 x.2 * D x.1 x.2
```

A screening decision is a set $S_{pq}$ of skipped pairs $(r,s)$ for each element $(p,q)$. The screened matrix $J^S(X)$ sums over the remaining pairs.

```lean
/-- The Coulomb matrix of `X` in which, for the element `pq`, the terms `rs` in `S p q`
are skipped. -/
def screenedCoulomb (g : ι → ι → ι → ι → ℝ) (S : ι → ι → Finset (ι × ι))
    (X : Matrix ι ι ℝ) : Matrix ι ι ℝ :=
  fun p q => ∑ x ∈ (S p q)ᶜ, g p q x.1 x.2 * X x.1 x.2
```

Let $D_0,D_1,\dots$ be the densities, $X_k=D_{k+1}-D_k$ the change in step $k=0,1,\dots$, and $S^{(k)}$ the skipped sets of that step. The accumulated matrix $A_m$ starts from $A_0=0$ and follows $A_{k+1}=A_k+J^{S^{(k)}}(X_k)$.

```lean
/-- The incremental build: start from zero and add, at each step, the screened Coulomb matrix
of the change in density. -/
def incrementalCoulomb (g : ι → ι → ι → ι → ℝ) (D : ℕ → Matrix ι ι ℝ)
    (S : ℕ → ι → ι → Finset (ι × ι)) : ℕ → Matrix ι ι ℝ
  | 0 => 0
  | k + 1 => incrementalCoulomb g D S k + screenedCoulomb g (S k) (D (k + 1) - D k)
```

Let $Q$ be a real matrix of bounds, and call $Q_{pq}Q_{rs}|X_{rs}|$ the estimate of a term. The next definition requires every skipped term to have an estimate below the threshold $\tau$. It does not require all such terms to be skipped. A screening decision that meets this condition is called admissible.

```lean
/-- Every skipped term has an estimate `Q_pq Q_rs |X_rs|` below the threshold `τ`. -/
def SkipsOnlyBelow (Q : ι → ι → ℝ) (τ : ℝ) (X : Matrix ι ι ℝ)
    (S : ι → ι → Finset (ι × ι)) : Prop :=
  ∀ p q, ∀ x ∈ S p q, Q p q * Q x.1 x.2 * |X x.1 x.2| < τ
```

Full screening skips all of them. Its sets are written $F_{pq}$.

```lean
/-- Full screening: the set of all terms whose estimate is below the threshold. -/
def fullSkip (Q : ι → ι → ℝ) (τ : ℝ) (X : Matrix ι ι ℝ) (p q : ι) : Finset (ι × ι) :=
  univ.filter fun x => Q p q * Q x.1 x.2 * |X x.1 x.2| < τ
```

The last definition is a test density for part (h), in which every element of $D_k$ equals $kx$. Here and in part (h), $x$ is a fixed real number and not a pair of indices.

```lean
/-- A density sequence whose elements all grow by `x` at each step, starting from zero. -/
def rampDensity (x : ℝ) (k : ℕ) : Matrix ι ι ℝ := fun _ _ => (k : ℝ) * x
```

The error bounds in parts (c) and (e) to (g) assume that every screening decision is admissible, and those for the accumulated matrix, (e) to (g), also assume $D_0=0$, so that the first step contracts the whole density $D_1$. All of them assume $|g(p,q,r,s)|\le Q_{pq}Q_{rs}$, which is `hg` in the code. For Coulomb integrals over real functions this is the Schwarz inequality with $Q_{pq}=\sqrt{(pq|pq)}$; here it is a hypothesis and is not derived. No symmetry of $g$ or $D$ is needed, and the densities may come from any update rule, including one that uses the inexact matrices $A_k$. Arithmetic is exact, and exchange, the energy and the convergence of the iterations are not treated.

## (a) Full screening respects the threshold

**Task.** Show that full screening is an admissible decision:
$$(r,s)\in F_{pq}\;\Longrightarrow\; Q_{pq}Q_{rs}|X_{rs}|<\tau .$$

**Solution.** This is the condition by which $F_{pq}$ was selected. In Lean, `Finset.mem_filter` unpacks membership in a filtered set, and its second component is the inequality.

```lean
omit [DecidableEq ι] in
/-- Full screening skips only terms below the threshold. -/
theorem fullSkip_skipsOnlyBelow (Q : ι → ι → ℝ) (τ : ℝ) (X : Matrix ι ι ℝ) :
    SkipsOnlyBelow Q τ X (fullSkip Q τ X) :=
  fun _ _ _ hx => (Finset.mem_filter.mp hx).2
```

## (b) The error of one contraction

**Task.** Express the error of a single screened contraction through the skipped terms:
$$J(X)_{pq}-J^S(X)_{pq}=\sum_{(r,s)\in S_{pq}}g(p,q,r,s)X_{rs}.$$

**Solution.** Split the full sum into skipped and retained pairs,
$$J(X)_{pq}=\sum_{(r,s)\in S_{pq}}g(p,q,r,s)X_{rs}+\sum_{(r,s)\notin S_{pq}}g(p,q,r,s)X_{rs}.$$
The second sum is $J^S(X)_{pq}$, and subtracting it leaves the first.

The formal argument turns on `Finset.sum_add_sum_compl`, which says that a sum over a finite set plus the sum over its complement is the sum over the whole type. It holds for every set and every summand. Because the screened matrix is defined as a sum over `(S p q)ᶜ`, the lemma applies without any knowledge of how the skipped pairs were chosen, and the threshold plays no part here. After the definitions are unfolded, `linarith` does the subtraction.

```lean
/-- The error of one screened Coulomb matrix is the sum of its skipped terms. -/
theorem coulomb_sub_screened (g : ι → ι → ι → ι → ℝ) (S : ι → ι → Finset (ι × ι))
    (X : Matrix ι ι ℝ) (p q : ι) :
    coulomb g X p q - screenedCoulomb g S X p q
      = ∑ x ∈ S p q, g p q x.1 x.2 * X x.1 x.2 := by
  have h : ∑ x ∈ S p q, g p q x.1 x.2 * X x.1 x.2
      + ∑ x ∈ (S p q)ᶜ, g p q x.1 x.2 * X x.1 x.2
      = ∑ x : ι × ι, g p q x.1 x.2 * X x.1 x.2 := Finset.sum_add_sum_compl _ _
  simp only [coulomb, screenedCoulomb]
  linarith
```

## (c) A bound for one contraction

**Task.** For $\tau\ge 0$ and an admissible decision, show that
$$|J(X)_{pq}-J^S(X)_{pq}|\le n^2\tau .$$

**Solution.** By part (b) and the triangle inequality, the error is at most the sum of the absolute values of the skipped terms. Each of these satisfies
$$|g(p,q,r,s)X_{rs}|\le Q_{pq}Q_{rs}|X_{rs}|<\tau .$$
If $|S_{pq}|$ is the number of skipped pairs, the error is at most $|S_{pq}|\,\tau$. There are $n^2$ pairs in all, so $|S_{pq}|\le n^2$, and since $\tau\ge0$ the bound follows.

The `calc` block has the same order: triangle inequality, termwise bound, constant sum, count. The count itself is prepared in `hc`.

```lean
/-- The error of one screened Coulomb matrix is at most `n² τ` in every element. -/
theorem screening_error_le {g : ι → ι → ι → ι → ℝ} {Q : ι → ι → ℝ}
    (hg : ∀ p q r s, |g p q r s| ≤ Q p q * Q r s) {τ : ℝ} (hτ : 0 ≤ τ)
    {X : Matrix ι ι ℝ} {S : ι → ι → Finset (ι × ι)} (hS : SkipsOnlyBelow Q τ X S) (p q : ι) :
    |coulomb g X p q - screenedCoulomb g S X p q| ≤ (Fintype.card ι : ℝ) ^ 2 * τ := by
  -- at most n² pairs can be skipped
  have hc : ((S p q).card : ℝ) ≤ (Fintype.card ι : ℝ) ^ 2 := by
    have h := Finset.card_le_univ (S p q)
    rw [Fintype.card_prod] at h
    rw [pow_two]
    exact_mod_cast h
  rw [coulomb_sub_screened]
  calc |∑ x ∈ S p q, g p q x.1 x.2 * X x.1 x.2|
      ≤ ∑ x ∈ S p q, |g p q x.1 x.2 * X x.1 x.2| := Finset.abs_sum_le_sum_abs _ _
    _ ≤ ∑ _x ∈ S p q, τ := by
        -- each skipped term is bounded by its estimate, hence by τ
        refine Finset.sum_le_sum fun x hx => ?_
        rw [abs_mul]
        exact (mul_le_mul_of_nonneg_right (hg p q x.1 x.2) (abs_nonneg _)).trans
          (hS p q x hx).le
    _ = ((S p q).card : ℝ) * τ := by rw [Finset.sum_const, nsmul_eq_mul]
    _ ≤ (Fintype.card ι : ℝ) ^ 2 * τ := mul_le_mul_of_nonneg_right hc hτ
```

## (d) Errors add over the steps

**Task.** With $D_0=0$, show that the accumulated error is the sum of the single-step errors:
$$J(D_m)_{pq}-(A_m)_{pq}=\sum_{k=0}^{m-1}\left[J(X_k)_{pq}-J^{S^{(k)}}(X_k)_{pq}\right].$$

**Solution.** The contraction is linear, so $J(X_k)=J(D_{k+1})-J(D_k)$. Summed over $k$ this telescopes to
$$\sum_{k=0}^{m-1}J(X_k)=J(D_m)-J(D_0)=J(D_m).$$
The recursion gives $A_m=\sum_{k=0}^{m-1}J^{S^{(k)}}(X_k)$, and the difference of the two sums is the claim.

Lean does the telescoping by induction on $m$. For $m=0$ both sides vanish because $D_0=0$. In the step, `lin` is the linearity of $J$, `Finset.sum_range_succ` splits off the last term, and `ring` cancels what remains.

```lean
/-- The error of the incremental build is the sum, over all steps, of the errors made in
screening the density changes. -/
theorem incremental_error_eq (g : ι → ι → ι → ι → ℝ) {D : ℕ → Matrix ι ι ℝ} (hD : D 0 = 0)
    (S : ℕ → ι → ι → Finset (ι × ι)) (m : ℕ) (p q : ι) :
    coulomb g (D m) p q - incrementalCoulomb g D S m p q
      = ∑ k ∈ range m, (coulomb g (D (k + 1) - D k) p q
          - screenedCoulomb g (S k) (D (k + 1) - D k) p q) := by
  induction m with
  | zero => simp [coulomb, incrementalCoulomb, hD]
  | succ m ih =>
    -- the Coulomb matrix is linear in the density, so the sum telescopes
    have lin : coulomb g (D (m + 1) - D m) p q
        = coulomb g (D (m + 1)) p q - coulomb g (D m) p q := by
      simp only [coulomb, Matrix.sub_apply, mul_sub, Finset.sum_sub_distrib]
    rw [Finset.sum_range_succ, ← ih, lin]
    simp only [incrementalCoulomb, Matrix.add_apply]
    ring
```

## (e) A separate threshold for each step

**Task.** Let step $k$ use a threshold $\tau_k\ge0$. Show that
$$|(A_m)_{pq}-J(D_m)_{pq}|\le n^2\sum_{k=0}^{m-1}\tau_k .$$

**Solution.** Take absolute values in part (d), apply the triangle inequality to the sum over steps, and bound the term of step $k$ by $n^2\tau_k$ with part (c).

The hypothesis `hS` speaks of all $k$, whereas a calculation has finitely many steps. A finite run fits if its last density is repeated for ever and nothing is skipped from then on, with any positive threshold for the added steps.

```lean
/-- With a threshold `τ k` for each step, the incremental build is wrong by at most
`n² ∑ τ k` in every element. -/
theorem incremental_error_le_sum {g : ι → ι → ι → ι → ℝ} {Q : ι → ι → ℝ}
    (hg : ∀ p q r s, |g p q r s| ≤ Q p q * Q r s) {τ : ℕ → ℝ} (hτ : ∀ k, 0 ≤ τ k)
    {D : ℕ → Matrix ι ι ℝ} (hD : D 0 = 0) {S : ℕ → ι → ι → Finset (ι × ι)}
    (hS : ∀ k, SkipsOnlyBelow Q (τ k) (D (k + 1) - D k) (S k)) (m : ℕ) (p q : ι) :
    |incrementalCoulomb g D S m p q - coulomb g (D m) p q|
      ≤ (Fintype.card ι : ℝ) ^ 2 * ∑ k ∈ range m, τ k := by
  rw [abs_sub_comm, incremental_error_eq g hD, Finset.mul_sum]
  exact (Finset.abs_sum_le_sum_abs _ _).trans
    (Finset.sum_le_sum fun k _ => screening_error_le hg (hτ k) (hS k) p q)
```

## (f) A constant threshold

**Task.** Let every step use the same $\tau\ge0$. Show that after $m$ steps
$$|(A_m)_{pq}-J(D_m)_{pq}|\le m\,n^2\,\tau .$$

**Solution.** Put $\tau_k=\tau$ in part (e). The sum has $m$ equal terms and is $m\tau$. In Lean, `Finset.sum_const` and `Finset.card_range` evaluate it.

```lean
/-- After `m` incremental steps with threshold `τ` on `n` basis functions, every element of the
accumulated Coulomb matrix is wrong by at most `m n² τ`. -/
theorem incremental_error_le {g : ι → ι → ι → ι → ℝ} {Q : ι → ι → ℝ}
    (hg : ∀ p q r s, |g p q r s| ≤ Q p q * Q r s) {τ : ℝ} (hτ : 0 ≤ τ)
    {D : ℕ → Matrix ι ι ℝ} (hD : D 0 = 0) {S : ℕ → ι → ι → Finset (ι × ι)}
    (hS : ∀ k, SkipsOnlyBelow Q τ (D (k + 1) - D k) (S k)) (m : ℕ) (p q : ι) :
    |incrementalCoulomb g D S m p q - coulomb g (D m) p q|
      ≤ m * (Fintype.card ι : ℝ) ^ 2 * τ := by
  have h := incremental_error_le_sum hg (τ := fun _ => τ) (fun _ => hτ) hD hS m p q
  rw [Finset.sum_const, Finset.card_range, nsmul_eq_mul] at h
  linarith
```

## (g) A threshold tightened geometrically

**Task.** Let step $k$ use the threshold $\tau\theta^k$ with $\tau\ge0$ and $0\le\theta<1$. Find a bound that does not depend on the number of steps:
$$|(A_m)_{pq}-J(D_m)_{pq}|\le\frac{n^2\tau}{1-\theta}.$$

**Solution.** Part (e) leaves the sum $\tau\sum_{k=0}^{m-1}\theta^k$. From
$$(1-\theta)\sum_{k=0}^{m-1}\theta^k=1-\theta^m\le1$$
and $1-\theta>0$, this sum is at most $\tau/(1-\theta)$.

The identity is Mathlib's `mul_neg_geom_sum`. The proof first multiplies the inequality through by $1-\theta$ with `le_div_iff₀`, then uses $\tau\theta^m\ge0$, which is `h2`.

```lean
/-- If the threshold is tightened geometrically, `τ θ^k` at step `k`, the error of every element
is at most `n² τ / (1 - θ)` after any number of steps. -/
theorem incremental_error_le_geometric {g : ι → ι → ι → ι → ℝ} {Q : ι → ι → ℝ}
    (hg : ∀ p q r s, |g p q r s| ≤ Q p q * Q r s) {τ θ : ℝ} (hτ : 0 ≤ τ)
    (hθ : 0 ≤ θ) (hθ1 : θ < 1)
    {D : ℕ → Matrix ι ι ℝ} (hD : D 0 = 0) {S : ℕ → ι → ι → Finset (ι × ι)}
    (hS : ∀ k, SkipsOnlyBelow Q (τ * θ ^ k) (D (k + 1) - D k) (S k)) (m : ℕ) (p q : ι) :
    |incrementalCoulomb g D S m p q - coulomb g (D m) p q|
      ≤ (Fintype.card ι : ℝ) ^ 2 * (τ / (1 - θ)) := by
  refine (incremental_error_le_sum hg (τ := fun k => τ * θ ^ k)
    (fun k => mul_nonneg hτ (pow_nonneg hθ k)) hD hS m p q).trans ?_
  refine mul_le_mul_of_nonneg_left ?_ (sq_nonneg _)
  -- the partial geometric sum is at most its limit
  rw [← Finset.mul_sum, le_div_iff₀ (by linarith)]
  have h := mul_neg_geom_sum θ m
  have h1 : τ * (∑ k ∈ range m, θ ^ k) * (1 - θ) = τ - τ * θ ^ m := by
    linear_combination τ * h
  have h2 := mul_nonneg hτ (pow_nonneg hθ m)
  linarith
```

## (h) A model that comes arbitrarily close to the bound

**Task.** Set all $g(p,q,r,s)=1$ and all $Q_{pq}=1$, let every element of $D_k$ be $kx$ with $0\le x<\tau$, and use full screening. Show that
$$|(A_m)_{pq}-J(D_m)_{pq}|=m\,n^2\,x .$$

**Solution.** Every element of every $X_k$ is $(k+1)x-kx=x$. Every estimate is therefore $1\cdot1\cdot x<\tau$, and all $n^2$ terms are skipped in each step, so $A_m=0$. The exact matrix has elements $J(D_m)_{pq}=\sum_{rs}mx=m\,n^2x$, which is the error.

The model meets the hypotheses of part (f): the product bound holds with equality, $D_0=0$, and part (a) covers the screening. Letting $x$ approach $\tau$ shows that the factor $m\,n^2$ in part (f) can't be replaced by a smaller one valid for all such arrays. The array is a worst case for the inequality and is not meant to represent a molecule.

In the code, `hX` computes the density change and `hS` shows that the skipped set is `univ`. The error then follows from parts (b) and (d) by counting terms.

```lean
/-- For all integrals and bounds equal to one and a density growing by `x` per step, with
`0 ≤ x < τ`, full screening gives an error of exactly `m n² x` in every element. -/
theorem incremental_error_sharp {x τ : ℝ} (hx0 : 0 ≤ x) (hxτ : x < τ) (m : ℕ) (p q : ι) :
    |incrementalCoulomb (fun _ _ _ _ => 1) (rampDensity x)
        (fun k => fullSkip (fun _ _ => 1) τ (rampDensity x (k + 1) - rampDensity x k)) m p q
      - coulomb (fun _ _ _ _ => 1) (rampDensity x m) p q|
      = m * (Fintype.card ι : ℝ) ^ 2 * x := by
  have hX : ∀ (k : ℕ) (i j : ι),
      (rampDensity x (k + 1) - rampDensity x k : Matrix ι ι ℝ) i j = x := by
    intro k i j
    simp only [Matrix.sub_apply, rampDensity]
    push_cast
    ring
  -- every term is below the threshold, so everything is skipped
  have hS : ∀ k : ℕ, fullSkip (fun _ _ => 1) τ
      (rampDensity x (k + 1) - rampDensity x k : Matrix ι ι ℝ) p q = univ := by
    intro k
    refine Finset.filter_true_of_mem fun y _ => ?_
    simp only [hX, abs_of_nonneg hx0, one_mul]
    exact hxτ
  have hD : (rampDensity x 0 : Matrix ι ι ℝ) = 0 := by
    ext i j
    simp [rampDensity]
  rw [abs_sub_comm, incremental_error_eq _ hD]
  simp only [coulomb_sub_screened, hS, hX, one_mul, Finset.sum_const, Finset.card_univ,
    Fintype.card_prod, Finset.card_range, nsmul_eq_mul]
  push_cast
  rw [abs_of_nonneg (by positivity)]
  ring

end

end IncrementalCoulombBuild
```

```lean
#print axioms IncrementalCoulombBuild.incremental_error_eq
#print axioms IncrementalCoulombBuild.incremental_error_le
#print axioms IncrementalCoulombBuild.incremental_error_le_geometric
#print axioms IncrementalCoulombBuild.incremental_error_sharp
```

```
'IncrementalCoulombBuild.incremental_error_eq' depends on axioms: [propext, Classical.choice, Quot.sound]
'IncrementalCoulombBuild.incremental_error_le' depends on axioms: [propext, Classical.choice, Quot.sound]
'IncrementalCoulombBuild.incremental_error_le_geometric' depends on axioms: [propext, Classical.choice, Quot.sound]
'IncrementalCoulombBuild.incremental_error_sharp' depends on axioms: [propext, Classical.choice, Quot.sound]
```

## Thresholds and rebuilds in a direct SCF code

A direct code usually screens whole shell quartets. It multiplies the largest $Q$ values of the two shell pairs by the largest relevant element of $|X|$ and skips the quartet if the product is below $\tau$. Every Coulomb term in a skipped quartet then has its own estimate below $\tau$, so the decision is admissible even though some small terms in other quartets are still computed.

A full rebuild discards the accumulated matrix and contracts the whole current density. In the notation above, this begins a new sequence with $D_0=0$ and $D_1$ equal to that density, and $m$ counts the steps from there, the rebuild included. For $n=100$, $m=10$ and $\tau=10^{-10}$, part (f) guarantees an error of at most $10^{-5}$ in each Coulomb element, in the units of $\tau$. The actual error may be much smaller, because the bound allows for neither cancellation between skipped terms nor terms far below the threshold.
